# Coupled Newton–Schulz iteration converges to a square root and its inverse when $\|1-A\|<1$

The iterates are treated here as elements of a complete normed real algebra, not as matrices of a fixed size. Besides completeness, the argument uses only the algebra operations (sums, products and real multiples) and a norm with $\|XY\|\le\|X\|\,\|Y\|$. It does not assume $\|1\|=1$, so for real $N\times N$ matrices it covers both the spectral norm and the Frobenius norm, where $\|1\|=\sqrt N$.

Set $Y_0=A$, $Z_0=1$ and

$$T_n=\tfrac12(3-Z_nY_n),\qquad Y_{n+1}=Y_nT_n,\qquad Z_{n+1}=T_nZ_n .$$

If $q=\|1-A\|<1$, then $Y_n\to Y$ and $Z_n\to Z$ with $Y^2=A$ and $YZ=ZY=1$. The residual $E_n=1-Z_nY_n$ controls the error:

$$\|E_n\|\le q^{2^n},\qquad \|Z-Z_n\|\le \frac{\|1\|}{2(1-q)^{3/2}}\,\|E_n\| .$$

## Orthogonalising a basis with matrix products

An electronic-structure code with a non-orthogonal basis can use this iteration to build $S^{-1/2}$ from the overlap matrix $S$ by matrix products, sums and scalar multiples; the theorem covers exact arithmetic and a suitably scaled $S$. For positive definite $S$ with largest eigenvalue $\lambda_{\max}$, take $A=S/c$ with $c>\lambda_{\max}/2$. The eigenvalues of $A$ then lie in $(0,2)$, so $q<1$ in the spectral norm, and $S^{-1/2}=Z/\sqrt c$.

This last step needs $Z$ to be the positive inverse square root, which the file does not prove. It follows because each $Z_n$ is a polynomial in $A$ with positive eigenvalues, and the limit is invertible.

## From the residual to the limits

**Residual.** Write $E=E_n$. Then $T_n=1+E/2$ and $Z_nY_n=1-E$, so

$$Z_{n+1}Y_{n+1}=T_nZ_nY_nT_n=(1+\tfrac12E)(1-E)(1+\tfrac12E)=1-\tfrac34E^2-\tfrac14E^3 .$$

Hence $E_{n+1}=\tfrac34E_n^2+\tfrac14E_n^3$. With $e_n=\|E_n\|$, this gives $e_{n+1}\le\tfrac34e_n^2+\tfrac14e_n^3\le e_n^2$ as long as $e_n\le1$. Since $e_0=q$, induction gives $e_n\le q^{2^n}$.

**Bound on $Z_n$.** From $Z_{n+1}=Z_n+\tfrac12E_nZ_n$ we get $\|Z_{n+1}\|\le(1+e_n/2)\|Z_n\|$. The inequality

$$\|Z_n\|^2(1-q)\le\|1\|^2(1-e_n)$$

is an equality at $n=0$. Each step preserves it, because

$$(1+\tfrac12e_n)^2(1-e_n)=1-\tfrac34e_n^2-\tfrac14e_n^3\le1-e_{n+1}.$$

Therefore $\|Z_n\|\le M$ with $M=\|1\|/\sqrt{1-q}$.

**Convergence.** The increments satisfy $\|Z_{n+1}-Z_n\|\le\tfrac M2e_n\le\tfrac M2q^n$. This is a geometric bound, so $Z_n$ is Cauchy and has a limit $Z$.

**Identifying the limits.** By induction, $A$ commutes with $Z_n$ and $Y_n=AZ_n$. Both $A$ and $Z_n$ then commute with $T_n$, so $A$ commutes with $Z_{n+1}=T_nZ_n$, and

$$Y_{n+1}=AZ_nT_n=AT_nZ_n=AZ_{n+1}.$$

In the limit $Y=AZ=ZA$, and $E_n\to0$ gives $ZY=ZAZ=1$. Hence $Y^2=A(ZAZ)=A$ and $YZ=(AZ)Z=(ZA)Z=1$.

**Error bound.** Since $e_k\le q$, we have $e_k-e_{k+1}\ge e_k-e_k^2\ge(1-q)e_k$. With $D=M/(2(1-q))$, each increment is at most $D(e_k-e_{k+1})$. Summing from $k=n$ to $n+m-1$ telescopes to $\|Z_{n+m}-Z_n\|\le D(e_n-e_{n+m})\le De_n$. Letting $m\to\infty$ gives the stated bound.

## Two steps for $A=1/2$

Take the real number $A=\tfrac12$, so $q=\tfrac12$ and the limit of $Z_n$ is $\sqrt2\approx1.41421$.

| $n$ | $Y_n$ | $Z_n$ | $E_n$ |
|---|---|---|---|
| 0 | 0.5 | 1 | 0.5 |
| 1 | 0.625 | 1.25 | 0.21875 |
| 2 | 0.69336 | 1.38672 | 0.03851 |

Here $D=\sqrt2$, so the bound at $n=2$ is about $0.0545$; the actual error is about $0.0275$.

## The Lean file

```lean
import Mathlib

open Filter Topology

namespace CoupledNewtonSchulz

noncomputable section

variable {R : Type*} [NormedRing R] [NormedAlgebra ℝ R]

/-- The Newton-Schulz correction factor `T = (3 - Z Y) / 2`. -/
def factor (Y Z : R) : R := (1 / 2 : ℝ) • (3 - Z * Y)

/-- The coupled iteration `(Y, Z) ↦ (Y T, T Z)`, started from `(A, 1)`. -/
def iter (A : R) : ℕ → R × R
  | 0 => (A, 1)
  | n + 1 => ((iter A n).1 * factor (iter A n).1 (iter A n).2,
      factor (iter A n).1 (iter A n).2 * (iter A n).2)

/-- The iterate `Y_n`, the first component of `iter A n`. -/
def rootIter (A : R) (n : ℕ) : R := (iter A n).1

/-- The iterate `Z_n`, the second component of `iter A n`. -/
def invRootIter (A : R) (n : ℕ) : R := (iter A n).2

/-- The residual `E_n = 1 - Z_n Y_n`. -/
def residual (A : R) (n : ℕ) : R := 1 - invRootIter A n * rootIter A n

/-- The correction factor is the identity plus half the residual. -/
theorem factor_eq (Y Z : R) : factor Y Z = 1 + (1 / 2 : ℝ) • (1 - Z * Y) := by
  have h3 : (3 : R) = (3 : ℝ) • (1 : R) := by
    rw [← Algebra.algebraMap_eq_smul_one, map_ofNat]
  rw [factor, h3]
  module

/-- One step turns the residual `E` into `(3/4) E² + (1/4) E³`. -/
theorem residual_succ (A : R) (n : ℕ) : residual A (n + 1) =
    (3 / 4 : ℝ) • residual A n ^ 2 + (1 / 4 : ℝ) • residual A n ^ 3 := by
  have key : ∀ E : R, 1 - (1 + (1 / 2 : ℝ) • E) * ((1 - E) * (1 + (1 / 2 : ℝ) • E)) =
      (3 / 4 : ℝ) • E ^ 2 + (1 / 4 : ℝ) • E ^ 3 := by
    intro E
    have h2 : E ^ 2 = E * E := pow_two E
    have h3 : E ^ 3 = E * (E * E) := by rw [pow_succ', pow_two]
    rw [h2, h3]
    simp only [mul_add, add_mul, mul_sub, sub_mul, smul_mul_assoc, mul_smul_comm,
      one_mul, mul_one]
    module
  have hZY : invRootIter A n * rootIter A n = 1 - residual A n := by
    unfold residual
    abel
  have hF : factor (rootIter A n) (invRootIter A n) = 1 + (1 / 2 : ℝ) • residual A n :=
    factor_eq _ _
  rw [← key, ← hF, ← hZY]
  show 1 - (factor (rootIter A n) (invRootIter A n) * invRootIter A n) *
    (rootIter A n * factor (rootIter A n) (invRootIter A n)) = _
  simp only [mul_assoc]

/-- In norm, the new residual is at most `(3/4) e² + (1/4) e³`, where `e` is the norm of
the old one. -/
theorem norm_residual_succ (A : R) (n : ℕ) : ‖residual A (n + 1)‖ ≤
    3 / 4 * ‖residual A n‖ ^ 2 + 1 / 4 * ‖residual A n‖ ^ 3 := by
  have h := norm_add_le ((3 / 4 : ℝ) • residual A n ^ 2) ((1 / 4 : ℝ) • residual A n ^ 3)
  rw [← residual_succ, norm_smul, norm_smul,
    Real.norm_of_nonneg (by norm_num : (0 : ℝ) ≤ 3 / 4),
    Real.norm_of_nonneg (by norm_num : (0 : ℝ) ≤ 1 / 4)] at h
  have h2 := norm_pow_le' (residual A n) (by norm_num : 0 < 2)
  have h3 := norm_pow_le' (residual A n) (by norm_num : 0 < 3)
  linarith

/-- If `‖1 - A‖ < 1`, the norm of the residual after `n` steps is at most `‖1 - A‖ ^ (2 ^ n)`. -/
theorem residual_le {A : R} (hA : ‖1 - A‖ < 1) (n : ℕ) :
    ‖residual A n‖ ≤ ‖1 - A‖ ^ (2 ^ n) := by
  induction n with
  | zero => simp [residual, invRootIter, rootIter, iter]
  | succ n ih =>
    have h1 : ‖residual A n‖ ≤ 1 := ih.trans (pow_le_one₀ (norm_nonneg _) hA.le)
    have h2 := mul_nonneg (sq_nonneg ‖residual A n‖) (sub_nonneg.2 h1)
    have h3 := pow_le_pow_left₀ (norm_nonneg _) ih 2
    rw [pow_succ 2 n, pow_mul]
    nlinarith [norm_residual_succ A n]

/-- One step changes `Z_n` by half the residual times `Z_n`. -/
theorem invRootIter_succ (A : R) (n : ℕ) : invRootIter A (n + 1) =
    invRootIter A n + (1 / 2 : ℝ) • (residual A n * invRootIter A n) := by
  show factor (rootIter A n) (invRootIter A n) * invRootIter A n = _
  rw [factor_eq, add_mul, one_mul, smul_mul_assoc]
  rfl

/-- If `‖1 - A‖ < 1`, every iterate `Z_n` has norm at most `‖1‖ / √(1 - ‖1 - A‖)`. -/
theorem invRootIter_norm_le {A : R} (hA : ‖1 - A‖ < 1) (n : ℕ) :
    ‖invRootIter A n‖ ≤ ‖(1 : R)‖ / √(1 - ‖1 - A‖) := by
  have hq : 0 < 1 - ‖1 - A‖ := sub_pos.2 hA
  -- an inequality between iterate and residual that each step preserves
  have inv : ‖invRootIter A n‖ ^ 2 * (1 - ‖1 - A‖) ≤
      ‖(1 : R)‖ ^ 2 * (1 - ‖residual A n‖) := by
    induction n with
    | zero => simp [residual, invRootIter, rootIter, iter]
    | succ n ih =>
      have hz : ‖invRootIter A (n + 1)‖ ≤
          (1 + ‖residual A n‖ / 2) * ‖invRootIter A n‖ := by
        have h := norm_add_le (invRootIter A n)
          ((1 / 2 : ℝ) • (residual A n * invRootIter A n))
        rw [← invRootIter_succ, norm_smul,
          Real.norm_of_nonneg (by norm_num : (0 : ℝ) ≤ 1 / 2)] at h
        linarith [norm_mul_le (residual A n) (invRootIter A n)]
      calc ‖invRootIter A (n + 1)‖ ^ 2 * (1 - ‖1 - A‖)
          ≤ ((1 + ‖residual A n‖ / 2) * ‖invRootIter A n‖) ^ 2 * (1 - ‖1 - A‖) :=
            mul_le_mul_of_nonneg_right (pow_le_pow_left₀ (norm_nonneg _) hz 2) hq.le
        _ = (1 + ‖residual A n‖ / 2) ^ 2 * (‖invRootIter A n‖ ^ 2 * (1 - ‖1 - A‖)) := by ring
        _ ≤ (1 + ‖residual A n‖ / 2) ^ 2 * (‖(1 : R)‖ ^ 2 * (1 - ‖residual A n‖)) :=
            mul_le_mul_of_nonneg_left ih (sq_nonneg _)
        _ = ‖(1 : R)‖ ^ 2 *
            (1 - (3 / 4 * ‖residual A n‖ ^ 2 + 1 / 4 * ‖residual A n‖ ^ 3)) := by ring
        _ ≤ _ := mul_le_mul_of_nonneg_left
            (by linarith [norm_residual_succ A n]) (sq_nonneg _)
  rw [le_div_iff₀ (Real.sqrt_pos.2 hq)]
  refine (pow_le_pow_iff_left₀ (by positivity) (norm_nonneg _) two_ne_zero).1 ?_
  rw [mul_pow, Real.sq_sqrt hq.le]
  nlinarith [mul_nonneg (sq_nonneg ‖(1 : R)‖) (norm_nonneg (residual A n))]

/-- If `‖1 - A‖ < 1`, the change of `Z_n` in one step has norm at most a constant, independent of
`n`, times the residual norm. -/
theorem increment_le {A : R} (hA : ‖1 - A‖ < 1) (n : ℕ) :
    ‖invRootIter A (n + 1) - invRootIter A n‖ ≤
      ‖(1 : R)‖ / √(1 - ‖1 - A‖) / 2 * ‖residual A n‖ := by
  rw [invRootIter_succ, add_sub_cancel_left, norm_smul,
    Real.norm_of_nonneg (by norm_num : (0 : ℝ) ≤ 1 / 2)]
  have h1 := norm_mul_le (residual A n) (invRootIter A n)
  have h2 := mul_le_mul_of_nonneg_left (invRootIter_norm_le hA n)
    (norm_nonneg (residual A n))
  linarith

/-- If `‖1 - A‖ < 1`, the coupled Newton-Schulz iterates converge to limits `Y` and `Z`
with `Y² = A` and `Y Z = Z Y = 1`. -/
theorem coupled_newton_schulz_converges [CompleteSpace R] {A : R} (hA : ‖1 - A‖ < 1) :
    ∃ Y Z : R, Tendsto (rootIter A) atTop (𝓝 Y) ∧ Tendsto (invRootIter A) atTop (𝓝 Z) ∧
      Y ^ 2 = A ∧ Y * Z = 1 ∧ Z * Y = 1 := by
  have hgeo : ∀ n, ‖residual A n‖ ≤ ‖1 - A‖ ^ n := fun n => (residual_le hA n).trans
    (pow_le_pow_of_le_one (norm_nonneg _) hA.le Nat.lt_two_pow_self.le)
  -- the increments are dominated by a geometric series
  have hcau : CauchySeq (invRootIter A) := by
    refine cauchySeq_of_le_geometric ‖1 - A‖ (‖(1 : R)‖ / √(1 - ‖1 - A‖) / 2) hA fun n => ?_
    rw [dist_comm, dist_eq_norm]
    exact (increment_le hA n).trans (mul_le_mul_of_nonneg_left (hgeo n) (by positivity))
  obtain ⟨Z, hZ⟩ := cauchySeq_tendsto_of_complete hcau
  -- `A` commutes with every `Z_n`, and `Y_n = A Z_n`
  have inv : ∀ n, Commute A (invRootIter A n) ∧ rootIter A n = A * invRootIter A n := by
    intro n
    induction n with
    | zero => exact ⟨Commute.one_right A, (mul_one A).symm⟩
    | succ n ih =>
      obtain ⟨hc, hy⟩ := ih
      have hF : ∀ X : R, Commute X A → Commute X (invRootIter A n) →
          Commute X (factor (rootIter A n) (invRootIter A n)) := by
        intro X h1 h2
        have h3 : Commute X (rootIter A n) := by
          rw [hy]
          exact h1.mul_right h2
        rw [factor_eq]
        exact (Commute.one_right X).add_right
          (((Commute.one_right X).sub_right (h2.mul_right h3)).smul_right _)
      constructor
      · show Commute A (factor (rootIter A n) (invRootIter A n) * invRootIter A n)
        exact (hF A (Commute.refl A) hc).mul_right hc
      · show rootIter A n * factor (rootIter A n) (invRootIter A n) =
          A * (factor (rootIter A n) (invRootIter A n) * invRootIter A n)
        rw [← (hF _ hc.symm (Commute.refl _)).eq, ← mul_assoc, ← hy]
  have hY : Tendsto (rootIter A) atTop (𝓝 (A * Z)) :=
    (hZ.const_mul A).congr fun n => (inv n).2.symm
  have hcomm : A * Z = Z * A := tendsto_nhds_unique (hZ.const_mul A)
    ((hZ.mul_const A).congr fun n => (inv n).1.eq.symm)
  -- the vanishing residual identifies the limits
  have hE : Tendsto (residual A) atTop (𝓝 0) :=
    squeeze_zero_norm hgeo (tendsto_pow_atTop_nhds_zero_of_lt_one (norm_nonneg _) hA)
  have hE' : Tendsto (residual A) atTop (𝓝 (1 - Z * (A * Z))) :=
    (tendsto_const_nhds (x := (1 : R))).sub (hZ.mul hY)
  have hZY : Z * (A * Z) = 1 := (sub_eq_zero.1 (tendsto_nhds_unique hE' hE)).symm
  refine ⟨A * Z, Z, hY, hZ, ?_, ?_, hZY⟩
  · rw [pow_two, mul_assoc, hZY, mul_one]
  · rw [hcomm, mul_assoc, hZY]

/-- If `‖1 - A‖ < 1` and the iterates `Z_n` converge, the distance from `Z_n` to the limit is at
most a constant, independent of `n`, times the norm of the current residual. -/
theorem invRoot_error_le {A Z : R} (hA : ‖1 - A‖ < 1)
    (hZ : Tendsto (invRootIter A) atTop (𝓝 Z)) (n : ℕ) :
    ‖Z - invRootIter A n‖ ≤
      ‖(1 : R)‖ / √(1 - ‖1 - A‖) / 2 / (1 - ‖1 - A‖) * ‖residual A n‖ := by
  have hq : 0 < 1 - ‖1 - A‖ := sub_pos.2 hA
  set D := ‖(1 : R)‖ / √(1 - ‖1 - A‖) / 2 / (1 - ‖1 - A‖) with hD
  have hD0 : 0 ≤ D := by positivity
  -- each increment is paid for by the drop of the residual
  have step : ∀ k, ‖invRootIter A (k + 1) - invRootIter A k‖ ≤
      D * (‖residual A k‖ - ‖residual A (k + 1)‖) := by
    intro k
    have he : ‖residual A k‖ ≤ ‖1 - A‖ := (residual_le hA k).trans
      (pow_le_of_le_one (norm_nonneg _) hA.le (by positivity))
    have h0 := norm_nonneg (residual A k)
    have h1 := mul_nonneg (sq_nonneg ‖residual A k‖) (sub_nonneg.2 (he.trans hA.le))
    have h2 := mul_nonneg h0 (sub_nonneg.2 he)
    have h3 : (1 - ‖1 - A‖) * ‖residual A k‖ ≤ ‖residual A k‖ - ‖residual A (k + 1)‖ := by
      nlinarith [norm_residual_succ A k]
    have h4 := increment_le hA k
    rw [← div_mul_cancel₀ (‖(1 : R)‖ / √(1 - ‖1 - A‖) / 2) hq.ne', ← hD, mul_assoc] at h4
    exact h4.trans (mul_le_mul_of_nonneg_left h3 hD0)
  have tele : ∀ m, ‖invRootIter A (m + n) - invRootIter A n‖ ≤
      D * (‖residual A n‖ - ‖residual A (m + n)‖) := by
    intro m
    induction m with
    | zero => simp
    | succ m ih =>
      rw [show m + 1 + n = m + n + 1 by omega]
      have h := norm_sub_le_norm_sub_add_norm_sub (invRootIter A (m + n + 1))
        (invRootIter A (m + n)) (invRootIter A n)
      linarith [step (m + n)]
  refine le_of_tendsto (((tendsto_add_atTop_iff_nat n).2 hZ).sub_const _).norm
    (Eventually.of_forall fun m => (tele m).trans ?_)
  exact mul_le_mul_of_nonneg_left (by linarith [norm_nonneg (residual A (m + n))]) hD0

/-- For the real number `A = 0`, where `‖1 - A‖ = 1`, the iterates `Z_n` tend to infinity. -/
theorem diverges_at_zero :
    ‖(1 : ℝ) - 0‖ = 1 ∧ Tendsto (invRootIter (0 : ℝ)) atTop atTop := by
  have h : ∀ n, iter (0 : ℝ) n = (0, (3 / 2) ^ n) := by
    intro n
    induction n with
    | zero => simp [iter]
    | succ n ih =>
      refine Prod.ext ?_ ?_
      · simp [iter, ih]
      · simp only [iter, ih, factor, smul_eq_mul, mul_zero, sub_zero]
        ring
  refine ⟨by simp, ?_⟩
  refine (tendsto_pow_atTop_atTop_of_one_lt (by norm_num : (1 : ℝ) < 3 / 2)).congr fun n => ?_
  rw [invRootIter, h]

end

end CoupledNewtonSchulz
```

```lean
#print axioms CoupledNewtonSchulz.coupled_newton_schulz_converges
#print axioms CoupledNewtonSchulz.invRoot_error_le
#print axioms CoupledNewtonSchulz.diverges_at_zero
```

```
'CoupledNewtonSchulz.coupled_newton_schulz_converges' depends on axioms: [propext, Classical.choice, Quot.sound]
'CoupledNewtonSchulz.invRoot_error_le' depends on axioms: [propext, Classical.choice, Quot.sound]
'CoupledNewtonSchulz.diverges_at_zero' depends on axioms: [propext, Classical.choice, Quot.sound]
```

## Reading the theorems and their limits

`R` stands for an algebra of matrices or of bounded operators. `iter A n` is the pair $(Y_n,Z_n)$, with components `rootIter A n` and `invRootIter A n`, and `residual A n` is $E_n$. The order of the factors is fixed: $T_n$ multiplies $Y_n$ from the right and $Z_n$ from the left.

`coupled_newton_schulz_converges` says that, when `R` is complete and `‖1 - A‖ < 1`, there are elements `Y` and `Z` to which the iterates converge in norm, with `Y ^ 2 = A`, `Y * Z = 1` and `Z * Y = 1`. $A$ need not be symmetric. If it is a real symmetric matrix, the hypothesis already forces its eigenvalues to lie in $(0,2)$. `invRoot_error_le` takes convergence to `Z` as a hypothesis and so needs no completeness.

The proof follows the derivation:

- `residual_succ` expands the noncommutative product and lets `module` collect the terms. `norm_residual_succ` and `residual_le` turn the identity into the quadratic bound.
- `invRootIter_norm_le` proves the preserved inequality by induction, and `increment_le` bounds each change of $Z_n$.
- The main theorem gets the Cauchy property from `cauchySeq_of_le_geometric`. It carries the commutation relations through an induction and identifies the limits with `tendsto_nhds_unique`.
- `invRoot_error_le` proves the telescoped estimate in `tele` and passes to the limit with `le_of_tendsto`.

`diverges_at_zero` shows that the hypothesis cannot be weakened to $\|1-A\|\le1$: for the real number $A=0$, every $Y_n$ is zero and $Z_n=(3/2)^n$ tends to infinity.

The theorems describe exact iterates. Rounding, and the dropping of small matrix elements in linear-scaling codes, disturb the relations $Y_n=AZ_n$ and $AZ_n=Z_nA$ on which the identification of the limits rests. A small computed residual then shows that $Z_nY_n$ is close to $1$, but not by itself that $Y_n^2$ is close to $A$. A code that truncates should test $Y_n^2-A$ or $Z_nAZ_n-1$ separately.
